# Complex orbitals asymptotically double the number of two-electron integral classes

An integral's label is modelled as a function from \(k\) index positions to \(n\) orbitals, and a symmetry as a permutation of the positions. In the two-electron integral \((pq,rs)\), \(p\) and \(q\) are orbitals of one electron and \(r\) and \(s\) of the other, with \(p\) and \(r\) complex-conjugated. Here \(k=4\) and \((p,q,r,s)=(x_0,x_1,x_2,x_3)\).

```lean
import Mathlib

open Filter Topology ComplexConjugate MulAction

namespace IntegralStorage
```

A permutation \(\sigma\) moves labels to new positions: \((\sigma x)_i=x_{\sigma^{-1}(i)}\).

```lean
/-- A permutation of the `k` index positions acts on tuples of orbital labels by moving
the labels to their new positions. -/
instance permuteIndices (k n : ℕ) : MulAction (Equiv.Perm (Fin k)) (Fin k → Fin n) where
  smul σ x := fun i => x (σ⁻¹ i)
  one_smul _ := rfl
  mul_smul _ _ _ := rfl
```

For a group \(H\) of such permutations, `storage H n`, written \(N_H(n)\), is the number of orbits, or classes, of tuples. It counts classes, not bytes, and ignores sparsity and spatial symmetry.

```lean
/-- The number of classes of `k`-index tuples over `n` orbitals under a group `H` of
permutations of the index positions. -/
noncomputable def storage {k : ℕ} (H : Subgroup (Equiv.Perm (Fin k))) (n : ℕ) : ℕ :=
  Nat.card (Quotient (orbitRel H (Fin k → Fin n)))
```

Three exchanges generate the symmetries: \(a=(0\,1)\), \(c=(2\,3)\) and \(e=(0\,2)(1\,3)\).

```lean
/-- The exchange of p and q in (pq,rs). -/
def swapBra : Equiv.Perm (Fin 4) := Equiv.swap 0 1

/-- The exchange of r and s in (pq,rs). -/
def swapKet : Equiv.Perm (Fin 4) := Equiv.swap 2 3

/-- The exchange of the two electrons, (pq,rs) -> (rs,pq). -/
def swapElectrons : Equiv.Perm (Fin 4) := Equiv.swap 0 2 * Equiv.swap 1 3
```

Complex orbitals allow \(e\) and, up to complex conjugation of the integral, the simultaneous exchange \(b=ac\); real orbitals allow \(a\) and \(c\) separately.

```lean
/-- The index symmetry for complex orbitals, which holds up to complex conjugation of the integral,
generated by (pq,rs) -> (rs,pq) and (pq,rs) -> (qp,sr). -/
def fourfold : Subgroup (Equiv.Perm (Fin 4)) :=
  Subgroup.closure {swapElectrons, swapBra * swapKet}

/-- The symmetry for real orbitals, generated by the exchanges of p with q, of r with s,
and of the two electrons. -/
def eightfold : Subgroup (Equiv.Perm (Fin 4)) :=
  Subgroup.closure {swapBra, swapKet, swapElectrons}
```

## (a) Classes from unchanged tuples

Let \(F_\sigma(n)\) be the number of tuples with \(\sigma x=x\). Show that
\[
N_H(n)\,|H|=\sum_{\sigma\in H}F_\sigma(n).
\]

Count the pairs \((\sigma,x)\) with \(\sigma x=x\). Grouped by \(\sigma\), they give the right-hand side. Grouped by \(x\), each tuple contributes the order of its stabiliser, \(|H|/|\text{orbit of }x|\), so each orbit contributes \(|H|\) in total.

Mathlib supplies this orbit-counting lemma. The proof rewrites its sum over an explicit list `S` of the elements of \(H\).

```lean
/-- Orbit counting: the number of classes times the order of the group is the sum, over the
list `S` of all group elements, of the numbers of index tuples they leave unchanged. -/
theorem storage_mul_card {k : ℕ} (H : Subgroup (Equiv.Perm (Fin k)))
    (S : Finset (Equiv.Perm (Fin k))) (hS : ∀ σ, σ ∈ S ↔ σ ∈ H) (n : ℕ) :
    storage H n * Nat.card H = ∑ σ ∈ S, Nat.card (fixedBy (Fin k → Fin n) σ) := by
  classical
  let : Fintype H := Fintype.ofFinite H
  let : Fintype (Quotient (orbitRel H (Fin k → Fin n))) := Fintype.ofFinite _
  let : ∀ a : H, Fintype (fixedBy (Fin k → Fin n) a) := fun a => Fintype.ofFinite _
  have h := sum_card_fixedBy_eq_card_orbits_mul_card_group H (Fin k → Fin n)
  simp only [← Nat.card_eq_fintype_card] at h
  rw [Finset.sum_subtype S hS]
  exact h.symm
```

## (b) Bounds for any index symmetry

Show that
\[
n^k\le N_H(n)|H|,\qquad n\,N_H(n)|H|\le (n+|H|)\,n^k .
\]

The identity fixes all \(n^k\) tuples, which gives the lower bound. If \(\sigma\ne1\), choose \(j\) with \(\sigma^{-1}(j)\ne j\). A fixed tuple has \(x_j=x_{\sigma^{-1}(j)}\), so its other entries determine \(x_j\). Overwriting \(x_j\) with an arbitrary label therefore maps pairs (label, fixed tuple) injectively to tuples, and \(nF_\sigma\le n^k\). Summing,
\[
n\sum_{\sigma\in H}F_\sigma\le n\,n^k+(|H|-1)n^k\le(n+|H|)n^k .
\]

In Lean, `Function.update` does the overwriting and `hfix` records the resulting bound.

```lean
/-- The number of classes times the order of the group is at least `n ^ k`, and exceeds it
by at most the fraction `|H| / n` (written without division). -/
theorem storage_bounds {k : ℕ} (H : Subgroup (Equiv.Perm (Fin k))) (n : ℕ) :
    n ^ k ≤ storage H n * Nat.card H ∧
      n * (storage H n * Nat.card H) ≤ (n + Nat.card H) * n ^ k := by
  classical
  have hX : Nat.card (Fin k → Fin n) = n ^ k := by simp
  have hF : Nat.card (Fin n) = n := by simp
  have hone : Nat.card (fixedBy (Fin k → Fin n) (1 : Equiv.Perm (Fin k))) = n ^ k :=
    (Nat.card_congr (Equiv.subtypeUnivEquiv
      fun x => one_smul (Equiv.Perm (Fin k)) x)).trans hX
  -- a non-trivial permutation ties the label at some position j to another label
  have hfix : ∀ σ : Equiv.Perm (Fin k), σ ≠ 1 →
      n * Nat.card (fixedBy (Fin k → Fin n) σ) ≤ n ^ k := by
    intro σ hσ
    obtain ⟨j, hj⟩ : ∃ j, σ⁻¹ j ≠ j := by
      by_contra h
      exact hσ (inv_eq_one.mp (Equiv.ext fun j => not_not.mp fun hj => h ⟨j, hj⟩))
    let f : Fin n × fixedBy (Fin k → Fin n) σ → (Fin k → Fin n) :=
      fun p => Function.update p.2.1 j p.1
    have hf : Function.Injective f := by
      rintro ⟨a, x, hx⟩ ⟨b, y, hy⟩ h
      have h : Function.update x j a = Function.update y j b := h
      have hx' : σ • x = x := hx
      have hy' : σ • y = y := hy
      have hxj : x (σ⁻¹ j) = x j := congrFun hx' j
      have hyj : y (σ⁻¹ j) = y j := congrFun hy' j
      have hne : ∀ i, i ≠ j → x i = y i := fun i hi => by
        simpa [hi] using congrFun h i
      have hab : a = b := by simpa using congrFun h j
      have hxy : x = y := funext fun i => by
        by_cases hi : i = j
        · rw [hi]
          exact hxj.symm.trans ((hne _ hj).trans hyj)
        · exact hne i hi
      subst hab
      subst hxy
      rfl
    have hcard := Nat.card_le_card_of_injective f hf
    rwa [Nat.card_prod, hF, hX] at hcard
  let S : Finset (Equiv.Perm (Fin k)) := Finset.univ.filter (· ∈ H)
  have hS : ∀ σ, σ ∈ S ↔ σ ∈ H := fun σ => by simp [S]
  have hc : Nat.card H = S.card :=
    Nat.card_eq_fintype_card.trans (Fintype.card_of_subtype S hS)
  have h1 : (1 : Equiv.Perm (Fin k)) ∈ S := (hS 1).2 H.one_mem
  rw [storage_mul_card H S hS n]
  constructor
  · exact hone.symm.le.trans (Finset.single_le_sum
      (f := fun σ => Nat.card (fixedBy (Fin k → Fin n) σ)) (fun _ _ => Nat.zero_le _) h1)
  · rw [Finset.mul_sum, hc]
    calc _ ≤ ∑ σ ∈ S, ((if σ = 1 then n * n ^ k else 0) + n ^ k) := by
          refine Finset.sum_le_sum fun σ _ => ?_
          by_cases h : σ = 1
          · rw [if_pos h, h, hone]
            exact Nat.le_add_right _ _
          · rw [if_neg h, zero_add]
            exact hfix σ h
      _ = (n + S.card) * n ^ k := by
          rw [Finset.sum_add_distrib, Finset.sum_ite_eq', if_pos h1, Finset.sum_const,
            smul_eq_mul]
          ring
```

## (c) The limit of many orbitals

Show that
\[
\lim_{n\to\infty}\frac{N_H(n)}{n^k}=\frac1{|H|}.
\]

For \(n>0\), dividing the bounds in (b) gives
\[
\frac1{|H|}\le\frac{N_H(n)}{n^k}\le\frac1{|H|}+\frac1n ,
\]
and both ends tend to \(1/|H|\). The proof applies the same squeeze.

```lean
/-- As the number `n` of orbitals grows, the number of classes of `k`-index tuples under a
permutation symmetry of order `|H|`, divided by `n ^ k`, tends to `1 / |H|`. -/
theorem tendsto_storage {k : ℕ} (H : Subgroup (Equiv.Perm (Fin k))) :
    Tendsto (fun n : ℕ => (storage H n : ℝ) / (n : ℝ) ^ k) atTop
      (𝓝 (1 / (Nat.card H : ℝ))) := by
  have hc : (0 : ℝ) < Nat.card H := by exact_mod_cast Nat.card_pos
  have hup : Tendsto (fun n : ℕ => 1 / (Nat.card H : ℝ) + 1 / (n : ℝ)) atTop
      (𝓝 (1 / (Nat.card H : ℝ))) := by
    simpa only [add_zero] using
      (tendsto_const_nhds (x := 1 / (Nat.card H : ℝ))).add
        (tendsto_one_div_atTop_nhds_zero_nat (𝕜 := ℝ))
  refine tendsto_of_tendsto_of_tendsto_of_le_of_le' tendsto_const_nhds hup ?_ ?_
  all_goals
    filter_upwards [eventually_gt_atTop 0] with n hn
    have hn' : (0 : ℝ) < n := by exact_mod_cast hn
    have hp : (0 : ℝ) < (n : ℝ) ^ k := pow_pos hn' k
    obtain ⟨hl, hu⟩ := storage_bounds H n
  · rw [div_le_div_iff₀ hc hp, one_mul]
    exact_mod_cast hl
  · have hu' : (n : ℝ) * (storage H n * Nat.card H) ≤ (n + Nat.card H) * (n : ℝ) ^ k := by
      exact_mod_cast hu
    rw [div_add_div _ _ hc.ne' hn'.ne', div_le_div_iff₀ hp (mul_pos hc hn')]
    calc _ = (n : ℝ) * (storage H n * Nat.card H) := by ring
      _ ≤ (n + Nat.card H) * (n : ℝ) ^ k := hu'
      _ = _ := by ring
```

## (d) Recognising a generated group

Let a finite list \(S\) contain the generators \(T\) and the identity, be closed under products and inverses, and lie in the generated group \(\langle T\rangle\). Show that \(S=\langle T\rangle\).

The closure conditions make \(S\) a subgroup containing \(T\), so \(\langle T\rangle\subseteq S\); the other inclusion is assumed. Lean proves the first inclusion by induction on how an element is generated.

```lean
/-- A finite list of permutations that contains the generators and the identity, is closed
under products and inverses, and lies in the generated group, is that group. -/
theorem mem_iff_mem_closure {T : Set (Equiv.Perm (Fin 4))} {S : Finset (Equiv.Perm (Fin 4))}
    (hT : ∀ t ∈ T, t ∈ S) (h1 : 1 ∈ S) (hm : ∀ x ∈ S, ∀ y ∈ S, x * y ∈ S)
    (hi : ∀ x ∈ S, x⁻¹ ∈ S) (hS : ∀ x ∈ S, x ∈ Subgroup.closure T)
    (σ : Equiv.Perm (Fin 4)) : σ ∈ S ↔ σ ∈ Subgroup.closure T := by
  refine ⟨hS σ, fun h => ?_⟩
  induction h using Subgroup.closure_induction with
  | mem x hx => exact hT x hx
  | one => exact h1
  | mul x y _ _ hx hy => exact hm x hx y hy
  | inv x _ hx => exact hi x hx
```

## (e) Elements of the complex-orbital symmetry

Show that
\[
\langle e,b\rangle=\{1,e,b,eb\}.
\]

Here \(b=(0\,1)(2\,3)\) and \(eb=(0\,3)(1\,2)\). Since \(e\) and \(b\) commute and square to the identity, the list is closed, and (d) applies. `decide +kernel` checks closure by evaluation.

```lean
/-- The fourfold symmetry consists of the identity, its two generators and their product. -/
theorem mem_fourfold (σ : Equiv.Perm (Fin 4)) :
    σ ∈ ({1, swapElectrons, swapBra * swapKet, swapElectrons * (swapBra * swapKet)} :
      Finset (Equiv.Perm (Fin 4))) ↔ σ ∈ fourfold := by
  have ha : swapElectrons ∈ fourfold := Subgroup.subset_closure (by simp)
  have hb : swapBra * swapKet ∈ fourfold := Subgroup.subset_closure (by simp)
  refine mem_iff_mem_closure ?_ (by decide +kernel) (by decide +kernel)
    (by decide +kernel) ?_ σ
  · rintro t (rfl | rfl) <;> decide +kernel
  · intro x hx
    simp only [Finset.mem_insert, Finset.mem_singleton] at hx
    rcases hx with rfl | rfl | rfl | rfl
    exacts [fourfold.one_mem, ha, hb, fourfold.mul_mem ha hb]
```

## (f) The exact fourfold count

Show that
\[
4N_{\langle e,b\rangle}(n)=n^4+3n^2 .
\]

The identity fixes \(n^4\) quadruples. The others require:

- \(e\): \(p=r,\ q=s\)
- \(b\): \(p=q,\ r=s\)
- \(eb\): \(p=s,\ q=r\)

Each leaves two free labels, hence \(n^2\) quadruples, and (a) gives the sum. In `key`, `ρ` assigns each position to its pair and `s` picks a representative position, giving a bijection with pairs of labels.

```lean
/-- Over `n` orbitals the fourfold symmetry of complex-orbital integrals leaves
`(n^4 + 3 n^2) / 4` classes of index quadruples. -/
theorem four_mul_storage_fourfold (n : ℕ) :
    4 * storage fourfold n = n ^ 4 + 3 * n ^ 2 := by
  classical
  -- if σ ties the four positions into two pairs, two labels remain free
  have key : ∀ (σ : Equiv.Perm (Fin 4)) (ρ : Fin 4 → Fin 2) (s : Fin 2 → Fin 4),
      (∀ j, ρ (s j) = j) → (∀ i, ρ (σ⁻¹ i) = ρ i) →
      (∀ i, s (ρ i) = i ∨ s (ρ i) = σ⁻¹ i) →
      Nat.card (fixedBy (Fin 4 → Fin n) σ) = n ^ 2 := by
    intro σ ρ s h1 h2 h3
    let e : fixedBy (Fin 4 → Fin n) σ ≃ (Fin 2 → Fin n) :=
      { toFun := fun x j => x.1 (s j)
        invFun := fun y => ⟨fun i => y (ρ i), funext fun i => congrArg y (h2 i)⟩
        left_inv := by
          rintro ⟨x, hx⟩
          have hx' : σ • x = x := hx
          refine Subtype.ext (funext fun i => ?_)
          change x (s (ρ i)) = x i
          rcases h3 i with h | h
          · rw [h]
          · rw [h]
            exact congrFun hx' i
        right_inv := fun y => funext fun j => congrArg y (h1 j) }
    exact (Nat.card_congr e).trans (by simp)
  have hone : Nat.card (fixedBy (Fin 4 → Fin n) (1 : Equiv.Perm (Fin 4))) = n ^ 4 :=
    (Nat.card_congr (Equiv.subtypeUnivEquiv
      fun x => one_smul (Equiv.Perm (Fin 4)) x)).trans (by simp)
  have hc : Nat.card fourfold = 4 :=
    (Nat.card_eq_fintype_card.trans (Fintype.card_of_subtype _ mem_fourfold)).trans
      (by decide +kernel)
  have h := storage_mul_card fourfold _ mem_fourfold n
  rw [hc, Finset.sum_insert (by decide +kernel), Finset.sum_insert (by decide +kernel),
    Finset.sum_insert (by decide +kernel), Finset.sum_singleton, hone,
    key swapElectrons ![0, 1, 0, 1] ![0, 1] (by decide +kernel) (by decide +kernel)
      (by decide +kernel),
    key (swapBra * swapKet) ![0, 0, 1, 1] ![0, 2] (by decide +kernel) (by decide +kernel)
      (by decide +kernel),
    key (swapElectrons * (swapBra * swapKet)) ![0, 1, 1, 0] ![0, 1] (by decide +kernel)
      (by decide +kernel) (by decide +kernel)] at h
  linarith
```

## (g) Real against complex orbitals

Show that
\[
\lim_{n\to\infty}\frac{N_{\langle a,c,e\rangle}(n)}{N_{\langle e,b\rangle}(n)}=\frac12 .
\]

Since \(a\) and \(c\) commute and \(eae=c\), the real-orbital group consists of \(1,a,c,ac\) and their products with \(e\): eight elements. By (c), the class numbers divided by \(n^4\) tend to \(1/8\) and \(1/4\). Their quotient is \(1/2\), and \(n^4\) cancels for \(n>0\). Lean confirms the eight-element list through (d).

For electronic-structure codes, this means nearly twice as many classes of integrals over \(n\) complex orbitals as over \(n\) real ones, when \(n\) is large and only index permutations and complex conjugation are exploited. If complex orbitals are expanded in real basis functions, the Coulomb integrals over those basis functions keep the eightfold symmetry.

```lean
/-- As the number of orbitals grows, the ratio of the number of classes under the eightfold
symmetry to that under the fourfold symmetry tends to 1/2. -/
theorem tendsto_eightfold_div_fourfold :
    Tendsto (fun n : ℕ => (storage eightfold n : ℝ) / storage fourfold n) atTop
      (𝓝 (1 / 2)) := by
  classical
  have hp : swapBra ∈ eightfold := Subgroup.subset_closure (by simp)
  have hq : swapKet ∈ eightfold := Subgroup.subset_closure (by simp)
  have he : swapElectrons ∈ eightfold := Subgroup.subset_closure (by simp)
  have hpq := eightfold.mul_mem hp hq
  -- the eight elements of the real-orbital symmetry
  have h8 : ∀ σ, σ ∈ ({1, swapBra, swapKet, swapBra * swapKet, swapElectrons,
      swapElectrons * swapBra, swapElectrons * swapKet,
      swapElectrons * (swapBra * swapKet)} : Finset (Equiv.Perm (Fin 4))) ↔
      σ ∈ eightfold := by
    refine mem_iff_mem_closure ?_ (by decide +kernel) (by decide +kernel)
      (by decide +kernel) ?_
    · rintro t (rfl | rfl | rfl) <;> decide +kernel
    · intro x hx
      simp only [Finset.mem_insert, Finset.mem_singleton] at hx
      rcases hx with rfl | rfl | rfl | rfl | rfl | rfl | rfl | rfl
      exacts [eightfold.one_mem, hp, hq, hpq, he, eightfold.mul_mem he hp,
        eightfold.mul_mem he hq, eightfold.mul_mem he hpq]
  have c8 : Nat.card eightfold = 8 :=
    (Nat.card_eq_fintype_card.trans (Fintype.card_of_subtype _ h8)).trans
      (by decide +kernel)
  have c4 : Nat.card fourfold = 4 :=
    (Nat.card_eq_fintype_card.trans (Fintype.card_of_subtype _ mem_fourfold)).trans
      (by decide +kernel)
  have h := (tendsto_storage eightfold).div (tendsto_storage fourfold)
    (by rw [c4]; norm_num)
  rw [c8, c4, show (1 / ((8 : ℕ) : ℝ)) / (1 / ((4 : ℕ) : ℝ)) = 1 / 2 by norm_num] at h
  refine h.congr' ?_
  filter_upwards [eventually_gt_atTop 0] with n hn
  have hn' : (n : ℝ) ^ 4 ≠ 0 := pow_ne_zero 4 (by exact_mod_cast hn.ne')
  exact div_div_div_cancel_right₀ hn' _ _
```

## (h) One value per class, up to conjugation

Assume
\[
V_{pqrs}=V_{rspq},\qquad \overline{V_{pqrs}}=V_{qpsr}.
\]
Show that entries in one fourfold class are equal or complex conjugate.

These hypotheses stand for an interaction that is symmetric between the electrons and real; they are not derived from an integral here. By (e), there are four cases: \(1\) and \(e\) preserve the value, while \(b\) and \(eb\) conjugate it. Lean splits into the same cases.

```lean
/-- If (pq,rs) = (rs,pq) and conj (pq,rs) = (qp,sr), then integrals whose index quadruples
lie in one fourfold class are equal or complex conjugate. -/
theorem integral_eq_or_conj {n : ℕ} (V : Fin n → Fin n → Fin n → Fin n → ℂ)
    (hex : ∀ p q r s, V p q r s = V r s p q)
    (hconj : ∀ p q r s, conj (V p q r s) = V q p s r)
    {x y : Fin 4 → Fin n} (hy : y ∈ orbit fourfold x) :
    V (y 0) (y 1) (y 2) (y 3) = V (x 0) (x 1) (x 2) (x 3) ∨
      V (y 0) (y 1) (y 2) (y 3) = conj (V (x 0) (x 1) (x 2) (x 3)) := by
  obtain ⟨⟨σ, hσ⟩, h⟩ := hy
  have h : σ • x = y := h
  subst h
  have hσ' := (mem_fourfold σ).2 hσ
  simp only [Finset.mem_insert, Finset.mem_singleton] at hσ'
  rcases hσ' with rfl | rfl | rfl | rfl
  · exact Or.inl rfl
  · exact Or.inl (hex (x 2) (x 3) (x 0) (x 1))
  · exact Or.inr (hconj (x 0) (x 1) (x 2) (x 3)).symm
  · right
    rw [hconj, hex]
    rfl
```

## (i) An array without the real-orbital symmetry

For
\[
A=\begin{pmatrix}1&i\\-i&1\end{pmatrix},\qquad V_{pqrs}=A_{pq}A_{rs},
\]
show that both relations in (h) hold, but \(V_{0100}\ne V_{1000}\).

Multiplication commutes, and \(\overline{A_{pq}}=A_{qp}\), so both relations hold. Yet \(V_{0100}=i\) and \(V_{1000}=-i\); Lean compares their imaginary parts. These two entries are conjugate and share a fourfold class; by contrast, \(V_{0101}=-1\) and \(V_{1001}=1\), also related by exchanging \(p\) and \(q\) alone, are neither equal nor conjugate. The array is an algebraic example, not one computed from orbitals.

```lean
/-- For the Hermitian matrix A with rows (1, i) and (-i, 1), the array (pq,rs) = A_pq A_rs
obeys both complex-orbital relations, while exchanging p and q alone changes an entry. -/
theorem integral_eq_or_conj_witness :
    let A : Matrix (Fin 2) (Fin 2) ℂ := !![1, Complex.I; -Complex.I, 1]
    (∀ p q r s, A p q * A r s = A r s * A p q) ∧
      (∀ p q r s, conj (A p q * A r s) = A q p * A s r) ∧
      A 0 1 * A 0 0 ≠ A 1 0 * A 0 0 := by
  intro A
  have hA : ∀ p q, conj (A p q) = A q p := by
    intro p q
    fin_cases p <;> fin_cases q <;> simp [A]
  refine ⟨fun p q r s => mul_comm _ _, fun p q r s => by rw [map_mul, hA, hA], ?_⟩
  intro h
  have him := congrArg Complex.im h
  norm_num [A] at him

end IntegralStorage
```

```lean
#print axioms IntegralStorage.four_mul_storage_fourfold
#print axioms IntegralStorage.tendsto_eightfold_div_fourfold
#print axioms IntegralStorage.integral_eq_or_conj
```

```
'IntegralStorage.four_mul_storage_fourfold' depends on axioms: [propext, Classical.choice, Quot.sound]
'IntegralStorage.tendsto_eightfold_div_fourfold' depends on axioms: [propext, Classical.choice, Quot.sound]
'IntegralStorage.integral_eq_or_conj' depends on axioms: [propext, Classical.choice, Quot.sound]
```
